# Normalised one-hole states of finitely many fermionic modes with a unique vacuum have an idempotent one-particle density matrix

Q: Take $M$ fermionic modes holding $M-1$ particles, so that one hole is left. You say that every such state, however superposed, is as simple as a single determinant. Define your terms first.

A: The modes are labelled by a finite type `ι`, so $M$ is `Fintype.card ι`. The states live in a complex inner-product space `V`, whose inner product is conjugate-linear in the first argument.

```lean
import Mathlib

open Module

namespace OneHoleStates

noncomputable section

variable {ι V : Type*} [Fintype ι] [DecidableEq ι]
  [NormedAddCommGroup V] [InnerProductSpace ℂ V] {a c : ι → End ℂ V}
```

Mode $p$ has an annihilator $a_p$ and a creator $c_p$, the textbook $a_p^\dagger$. I assume $a_pa_q+a_qa_p=0$, $a_pc_q+c_qa_p=\delta_{pq}$ and $\langle c_px,y\rangle=\langle x,a_py\rangle$.

```lean
/-- Fermionic modes: annihilators `a p` and their adjoints `c p` obey the canonical
anticommutation relations. -/
structure IsFermi (a c : ι → End ℂ V) : Prop where
  anti : ∀ p q x, a p (a q x) + a q (a p x) = 0
  mixed : ∀ p q x, a p (c q x) + c q (a p x) = if p = q then x else 0
  adj : ∀ p x y, inner ℂ (c p x) y = inner ℂ x (a p y)
```

The vacuum space contains the vectors that every $a_p$ destroys.

```lean
/-- The vectors annihilated by every `a p`. -/
def vacuumSpace (a : ι → End ℂ V) : Submodule ℂ V := ⨅ p, LinearMap.ker (a p)
```

The particle number is $N=\sum_p c_pa_p$.

```lean
/-- The particle-number operator. -/
def number (a c : ι → End ℂ V) : End ℂ V := ∑ p, c p * a p
```

The density matrix is $g_{pq}=\langle v,c_pa_qv\rangle$. Some texts use its transpose, which is idempotent exactly when $g$ is.

```lean
/-- The one-particle density matrix `⟨v, c_p a_q v⟩`. -/
def density (a c : ι → End ℂ V) (v : V) : Matrix ι ι ℂ :=
  Matrix.of fun p q => inner ℂ v (c p (a q v))
```

Removing a particle from an orbital $f$ with components $f_p$ is done by $a(f)=\sum_p\overline{f_p}\,a_p$.

```lean
/-- The annihilator of a particle in the orbital `f`. -/
def annihilate (a : ι → End ℂ V) (f : EuclideanSpace ℂ ι) : End ℂ V := ∑ p, star (f p) • a p
```

Q: Now derive the result without Lean. Why should a superposition of holes be simple?

A: Let $v$ be a unit vector with $Nv=(M-1)v$. Summing $a_pc_p+c_pa_p=1$ over $p$ gives $\sum_p a_pc_p=M-N$, hence $\sum_p a_pc_pv=v$.

Creators anticommute, because $\langle(c_pc_q+c_qc_p)w,y\rangle=\langle w,(a_qa_p+a_pa_q)y\rangle=0$ for all $y$. Therefore
$$a_rc_rc_pv=-a_rc_pc_rv=c_pa_rc_rv-\delta_{rp}c_rv .$$
The sum over $r$ is $c_pv-c_pv=0$. Its inner product with $c_pv$ is $\sum_r\|c_rc_pv\|^2=0$, so $c_rc_pv=0$ for all $r$ and $p$. Each $c_pv$ is thus either zero or completely filled.

Q: There could be several completely filled states.

A: Not with a one-dimensional vacuum space. If every $c_p$ destroys $w$, then $w=c_pa_pw$. In $a_pw$ mode $p$ is empty, since $a_p^2=0$, and the other modes are still filled, since $c_qa_pw=-a_pc_qw=0$ for $q\ne p$. Modes emptied earlier stay empty, because annihilators anticommute. Emptying the modes one after another therefore gives $w=c_{p_1}\cdots c_{p_M}\Omega$ with $\Omega$ in the vacuum space. The string of creators is the same for every $w$, and $\Omega$ is fixed up to a factor, so $w$ is too.

Some $c_rv$ is nonzero, because $\sum_pa_pc_pv=v\neq0$. Let $\Phi=c_rv/\|c_rv\|$. Then $c_pv=\overline{u_p}\,\Phi$ for some numbers $u_p$, and
$$v=\sum_pa_pc_pv=\sum_p\overline{u_p}\,a_p\Phi=a(u)\Phi,\qquad \sum_p|u_p|^2=\sum_p\|c_pv\|^2=\langle v,v\rangle=1 .$$

Finally,
$$g_{pq}=\delta_{pq}-\langle v,a_qc_pv\rangle=\delta_{pq}-\langle c_qv,c_pv\rangle=\delta_{pq}-\overline{u_p}u_q .$$
Write $R_{pq}=\overline{u_p}u_q$. Then $(R^2)_{pq}=\overline{u_p}\big(\sum_r|u_r|^2\big)u_q=R_{pq}$, and $g^2=(1-R)^2=1-2R+R=g$.

Q: What does the Lean theorem say, in words?

A: `oneHole_density_idempotent` takes four hypotheses: the relations `IsFermi a c`, a vacuum space of dimension one, `‖v‖ = 1`, and $Nv=(M-1)v$. It concludes that $g^2=g$, and that there are a unit vector $\Phi$ destroyed by every creator and a unit orbital $u$ with $v=a(u)\Phi$. The subtraction $M-1$ is made in the complex numbers. For $M=0$ the last hypothesis would read $0=-v$, which no unit vector satisfies, so $M\ge1$ needs no separate assumption. For $M=1$ the state is the vacuum and $g=0$.

Q: The word "determinant" is missing from that conclusion.

A: It is, and the link is short. Choose an orthonormal orbital basis that contains $u$. Up to a phase, $\Phi$ has all of these orbitals filled, and $a(u)$ empties one, which leaves a determinant of the other $M-1$. I give this change of basis as an ordinary argument; the Lean theorem stops at $v=a(u)\Phi$.

Q: What does the one-dimensional vacuum stand for physically?

A: It says that the system has no degree of freedom besides the listed modes. A two-dimensional vacuum space already spoils the result. Attach a spectator with orthonormal states $e_1,e_2$ to two modes, and take $(|10\rangle e_1+|01\rangle e_2)/\sqrt2$. This has one hole, but $g=\tfrac12\,\mathbb 1$.

Q: And where does this touch real electrons?

A: In a finite set of $M$ spin orbitals, a full configuration-interaction state with $M-1$ electrons has natural occupations 0 and 1 only, whatever the interaction. The step from a real atom or molecule to that finite set is a truncation, and no hypothesis here controls its error.

Q: Then take me through the Lean proof.

A: It begins with the anticommutation of creators. `ext_inner_right` tests the vector against every $y$, and `h.adj` moves the creators across.

```lean
omit [Fintype ι] in
/-- Creators of fermionic modes anticommute. -/
theorem IsFermi.create_anticomm (h : IsFermi a c) (p q : ι) (w : V) :
    c p (c q w) + c q (c p w) = 0 := by
  refine ext_inner_right ℂ fun y => ?_
  rw [inner_add_left, h.adj, h.adj, h.adj, h.adj, ← inner_add_right, h.anti q p y,
    inner_zero_right, inner_zero_left]
```

Next comes the emptying of modes, as an induction over the set `T` of filled modes. With no filled mode, $w$ is itself a vacuum vector. In the step, the induction hypothesis is applied to $a_pw$, and `h.mixed p p w` restores $w=c_pa_pw$. The list `L` is chosen before $w$, which is how Lean records that the string of creators is the same for all $w$.

```lean
omit [Fintype ι] in
/-- For fermionic modes, a state in which the modes of `T` are filled and all others empty arises
from a vacuum vector by creating one particle in each mode of `T`, in an order that depends only on
`T`. -/
theorem IsFermi.occupations (h : IsFermi a c) (T : Finset ι) :
    ∃ L : List ι, L.Nodup ∧ L.toFinset = T ∧ ∀ w, (∀ p ∈ T, c p w = 0) →
      (∀ p, p ∉ T → a p w = 0) → ∃ Ω ∈ vacuumSpace a, w = (L.map c).prod Ω := by
  induction T using Finset.induction_on with
  | empty =>
    exact ⟨[], List.nodup_nil, by simp, fun w _ hw =>
      ⟨w, by simpa [vacuumSpace] using hw, by simp⟩⟩
  | insert p T hp ih =>
    obtain ⟨L, hL, hT, ih⟩ := ih
    refine ⟨p :: L, List.nodup_cons.2 ⟨by rwa [← List.mem_toFinset, hT], hL⟩,
      by simp [hT], fun w hc ha => ?_⟩
    -- emptying mode `p` leads to the occupations of `T`
    obtain ⟨Ω, hΩ, e⟩ := ih (a p w) (fun q hq => by
      have hpq : p ≠ q := fun k => hp (by rwa [k])
      have m := h.mixed p q w
      rwa [hc q (Finset.mem_insert_of_mem hq), map_zero, zero_add, if_neg hpq] at m)
      (fun q hq => by
      have m := h.anti q p w
      by_cases hqp : q = p
      · subst hqp
        rw [← two_smul ℂ] at m
        exact (smul_eq_zero.1 m).resolve_left two_ne_zero
      · rwa [ha q (by simp [hqp, hq]), map_zero, add_zero] at m)
    refine ⟨Ω, hΩ, ?_⟩
    have m := h.mixed p p w
    rw [hc p (Finset.mem_insert_self p T), map_zero, zero_add, if_pos rfl] at m
    rw [List.map_cons, List.prod_cons, Module.End.mul_apply, ← e, m]
```

Applying this to the set of all modes, for two filled vectors, gives two vacuum vectors behind the same string. The dimension hypothesis makes them proportional.

```lean
/-- If the vacuum space of fermionic modes is one-dimensional, the completely filled state is unique
up to a factor. -/
theorem IsFermi.filled_unique (h : IsFermi a c) (h1 : finrank ℂ (vacuumSpace a) = 1)
    {Φ w : V} (h0 : Φ ≠ 0) (hΦ : ∀ p, c p Φ = 0) (hw : ∀ p, c p w = 0) :
    ∃ z : ℂ, w = z • Φ := by
  obtain ⟨L, -, -, H⟩ := h.occupations Finset.univ
  obtain ⟨Ω, hΩ, e⟩ := H Φ (fun p _ => hΦ p) (by simp)
  obtain ⟨Ψ, hΨ, e'⟩ := H w (fun p _ => hw p) (by simp)
  have n : (⟨Ω, hΩ⟩ : vacuumSpace a) ≠ 0 := fun k => h0 (by
    rw [e, show Ω = 0 from congrArg Subtype.val k, map_zero])
  obtain ⟨z, hz⟩ := (finrank_eq_one_iff_of_nonzero' _ n).1 h1 ⟨Ψ, hΨ⟩
  have hz' : z • Ω = Ψ := congrArg Subtype.val hz
  exact ⟨z, by rw [e', e, ← hz', map_smul]⟩
```

The next lemma holds both facts about holes: $\sum_pa_pc_p=M-N$, and $\langle w,\sum_pa_pc_pw\rangle$ as a sum of squared norms.

```lean
/-- For fermionic modes the hole-number operator `∑ a_p c_p` is `M - N`, and the inner product of
`w` with `∑ a_p c_p w` is the sum of the squared norms of the `c_p w`. -/
theorem IsFermi.hole_count (h : IsFermi a c) (w : V) :
    ∑ p, a p (c p w) = (Fintype.card ι : ℂ) • w - number a c w ∧
    ((∑ p, ‖c p w‖ ^ 2 : ℝ) : ℂ) = inner ℂ w (∑ p, a p (c p w)) := by
  constructor
  · rw [eq_sub_iff_add_eq, number, LinearMap.sum_apply, ← Finset.sum_add_distrib]
    calc _ = ∑ _p : ι, w := Finset.sum_congr rfl fun p _ => by simpa using h.mixed p p w
      _ = _ := by rw [Finset.sum_const, Finset.card_univ, Nat.cast_smul_eq_nsmul]
  · rw [inner_sum, Complex.ofReal_sum]
    refine Finset.sum_congr rfl fun p _ => ?_
    rw [← h.adj, inner_self_eq_norm_sq_to_K]
    exact Complex.ofReal_pow _ _
```

In `create_twice`, `e` is the displayed identity for $a_rc_rc_pv$ and `z` is its vanishing sum. A sum of nonnegative terms that equals zero then has only zero terms.

```lean
/-- A state of fermionic modes with exactly one hole is destroyed by creating two particles. -/
theorem IsFermi.create_twice (h : IsFermi a c) {v : V} (hs : ∑ p, a p (c p v) = v)
    (p q : ι) : c q (c p v) = 0 := by
  have e : ∀ r, a r (c r (c p v)) = c p (a r (c r v)) - if r = p then c r v else 0 := by
    intro r
    rw [eq_neg_of_add_eq_zero_left (h.create_anticomm r p v), map_neg,
      ← h.mixed r p (c r v)]
    abel
  have z : ∑ r, a r (c r (c p v)) = 0 := by
    rw [Finset.sum_congr rfl fun r _ => e r, Finset.sum_sub_distrib, ← map_sum, hs]
    simp
  have n := (h.hole_count (c p v)).2
  rw [z, inner_zero_right] at n
  simpa using (Finset.sum_eq_zero_iff_of_nonneg (fun r _ => sq_nonneg _)).1
    (Complex.ofReal_eq_zero.1 n) q (Finset.mem_univ q)
```

`hole_orbital` assembles $\Phi$ and $u$. It normalises a nonzero $c_rv$, takes the factors `x p` from `filled_unique`, and sets $u_p=\overline{x_p}$. The last two bullets prove $\|u\|=1$ and $v=a(u)\Phi$.

```lean
/-- With a one-dimensional vacuum space, a unit state `v` of `M - 1` particles in `M` fermionic
modes is a filled state `Φ` with one particle removed from a normalized orbital `u`, and each
`c_p v` is `conj(u_p) Φ`. -/
theorem IsFermi.hole_orbital (h : IsFermi a c) (h1 : finrank ℂ (vacuumSpace a) = 1) {v : V}
    (hv : ‖v‖ = 1) (hN : number a c v = ((Fintype.card ι : ℂ) - 1) • v) :
    ∃ (Φ : V) (u : EuclideanSpace ℂ ι), ‖Φ‖ = 1 ∧ ‖u‖ = 1 ∧ (∀ p, c p Φ = 0) ∧
      (∀ p, c p v = star (u p) • Φ) ∧ v = annihilate a u Φ := by
  have hs : ∑ p, a p (c p v) = v := by
    rw [(h.hole_count v).1, hN]
    module
  obtain ⟨r, hr⟩ : ∃ r, c r v ≠ 0 := by
    by_contra! hz
    have : v = 0 := hs.symm.trans (by simp [hz])
    simp [this] at hv
  -- filling the hole and normalizing gives the filled state
  obtain ⟨Φ, n, f⟩ : ∃ Φ : V, ‖Φ‖ = 1 ∧ ∀ q, c q Φ = 0 :=
    ⟨(‖c r v‖ : ℂ)⁻¹ • c r v, by
      rw [norm_smul, norm_inv, Complex.norm_real, norm_norm,
        inv_mul_cancel₀ (norm_ne_zero_iff.2 hr)],
      fun q => by rw [map_smul, h.create_twice hs, smul_zero]⟩
  have n0 : Φ ≠ 0 := fun k => by simp [k] at n
  choose x hx using fun p => h.filled_unique h1 n0 f (h.create_twice hs p)
  refine ⟨Φ, WithLp.toLp 2 fun p => star (x p), n, ?_, f, fun p => by simpa using hx p, ?_⟩
  · have k := (h.hole_count v).2
    rw [hs, inner_self_eq_norm_sq_to_K, hv] at k
    have k' : ∑ p, ‖c p v‖ ^ 2 = 1 := Complex.ofReal_injective (by rw [k]; simp)
    rw [← sq_eq_sq₀ (norm_nonneg _) zero_le_one, EuclideanSpace.norm_sq_eq, one_pow, ← k']
    exact Finset.sum_congr rfl fun p _ => by rw [hx p, norm_smul, n]; simp
  · refine hs.symm.trans ?_
    rw [annihilate, LinearMap.sum_apply]
    exact Finset.sum_congr rfl fun p _ => by rw [hx p, map_smul]; simp
```

In the main theorem, `s` is the normalisation of $u$, `g` is the identity $g=1-R$, and `hR` is $R^2=R$. The final rewrite expands $(1-R)(1-R)$.

```lean
/-- With a one-dimensional vacuum space, every unit state of `M - 1` particles in `M` fermionic
modes has an idempotent one-particle density matrix and is the completely filled state with one
particle removed from a normalized orbital. -/
theorem oneHole_density_idempotent (h : IsFermi a c)
    (h1 : finrank ℂ (vacuumSpace a) = 1) {v : V} (hv : ‖v‖ = 1)
    (hN : number a c v = ((Fintype.card ι : ℂ) - 1) • v) :
    density a c v * density a c v = density a c v ∧
      ∃ (Φ : V) (u : EuclideanSpace ℂ ι), ‖Φ‖ = 1 ∧ ‖u‖ = 1 ∧ (∀ p, c p Φ = 0) ∧
        v = annihilate a u Φ := by
  obtain ⟨Φ, u, n, hu, hf, hc, hvu⟩ := h.hole_orbital h1 hv hN
  refine ⟨?_, Φ, u, n, hu, hf, hvu⟩
  have s : ∑ r, u r * star (u r) = 1 := by
    have e : ∑ r, ‖u r‖ ^ 2 = 1 := by rw [← EuclideanSpace.norm_sq_eq, hu, one_pow]
    rw [← Complex.ofReal_one, ← e, Complex.ofReal_sum]
    refine Finset.sum_congr rfl fun r _ => ?_
    rw [← Complex.normSq_eq_norm_sq]
    exact Complex.mul_conj _
  -- the density matrix is the identity minus the projector on the hole
  let R : Matrix ι ι ℂ := Matrix.of fun p q => star (u p) * u q
  have g : density a c v = 1 - R := by
    ext p q
    have m := eq_sub_of_add_eq' (h.mixed q p v)
    have k : inner ℂ v (a q (c p v)) = star (u p) * u q := by
      rw [← h.adj, hc, hc, inner_smul_left, inner_smul_right,
        inner_self_eq_norm_sq_to_K, n]
      simp [mul_comm]
    change inner ℂ v (c p (a q v)) = (1 : Matrix ι ι ℂ) p q - star (u p) * u q
    rw [m, inner_sub_right, k, Matrix.one_apply]
    by_cases hpq : p = q
    · simp [hpq, inner_self_eq_norm_sq_to_K, hv]
    · simp [hpq, Ne.symm hpq]
  have hR : R * R = R := by
    ext p q
    rw [Matrix.mul_apply]
    change ∑ r, star (u p) * u r * (star (u r) * u q) = star (u p) * u q
    calc _ = star (u p) * (∑ r, u r * star (u r)) * u q := by
          rw [Finset.mul_sum, Finset.sum_mul]
          exact Finset.sum_congr rfl fun r _ => by ring
      _ = _ := by rw [s, mul_one]
  rw [g, mul_sub, mul_one, sub_mul, one_mul, hR, sub_self, sub_zero]
```

Q: Is there any concrete system that meets all four hypotheses, with a hole that is really superposed?

A: Two modes on $\mathbb C^4$ do. The helper `op` describes an operator that picks one input component for each output component and multiplies it by a coefficient.

```lean
/-- The operator on `ℂ⁴` whose output component `i` is `s i` times input component `k i`. -/
def op (s : Fin 4 → ℂ) (k : Fin 4 → Fin 4) : End ℂ (EuclideanSpace ℂ (Fin 4)) where
  toFun x := WithLp.toLp 2 fun i => s i * x (k i)
  map_add' x y := by ext i; exact mul_add (s i) (x (k i)) (y (k i))
  map_smul' z x := by ext i; exact mul_left_comm (s i) z (x (k i))
```

The basis order is $|00\rangle,|10\rangle,|01\rangle,|11\rangle$. The entry $-1$ is the fermionic sign that the second mode acquires when the first is filled.

```lean
/-- Annihilators of two modes on `ℂ⁴`, in the occupation basis `00, 10, 01, 11`. -/
def twoA : Fin 2 → End ℂ (EuclideanSpace ℂ (Fin 4)) :=
  ![op ![1, 0, 1, 0] ![1, 0, 3, 0], op ![1, -1, 0, 0] ![2, 3, 0, 0]]

/-- Creators of two modes on `ℂ⁴`, in the occupation basis `00, 10, 01, 11`. -/
def twoC : Fin 2 → End ℂ (EuclideanSpace ℂ (Fin 4)) :=
  ![op ![0, 1, 0, 1] ![0, 0, 0, 2], op ![0, 0, 1, -1] ![0, 0, 0, 1]]
```

The state is $v=\tfrac35|10\rangle+\tfrac45|01\rangle$. Lean checks the relations component by component, and shows that a vector destroyed by both annihilators has only its $|00\rangle$ component left. With $\Phi=|11\rangle$, the recipe above gives $u=(\tfrac45,-\tfrac35)$ and
$$g=\frac1{25}\begin{pmatrix}9&12\\12&16\end{pmatrix},$$
which squares to itself. The hole sits in one orbital, but that orbital is neither of the two original modes.

```lean
/-- The two modes on `ℂ⁴` are fermionic with a one-dimensional vacuum space, and the
superposition `(3/5) 10 + (4/5) 01` is a unit state with one hole. -/
theorem oneHole_witness :
    IsFermi twoA twoC ∧ finrank ℂ (vacuumSpace twoA) = 1 ∧
    ‖(!₂[0, 3 / 5, 4 / 5, 0] : EuclideanSpace ℂ (Fin 4))‖ = 1 ∧
    number twoA twoC !₂[0, 3 / 5, 4 / 5, 0]
      = ((Fintype.card (Fin 2) : ℂ) - 1) • !₂[0, 3 / 5, 4 / 5, 0] := by
  refine ⟨⟨fun p q x => ?_, fun p q x => ?_, fun p x y => ?_⟩, ?_, ?_, ?_⟩
  · ext i
    fin_cases p <;> fin_cases q <;> fin_cases i <;> simp [twoA, op]
  · ext i
    fin_cases p <;> fin_cases q <;> fin_cases i <;> simp [twoA, twoC, op]
  · fin_cases p <;> simp [twoA, twoC, op, PiLp.inner_apply, Fin.sum_univ_four]
  · have m : (!₂[1, 0, 0, 0] : EuclideanSpace ℂ (Fin 4)) ∈ vacuumSpace twoA := by
      simp only [vacuumSpace, Submodule.mem_iInf, LinearMap.mem_ker]
      intro p
      ext i
      fin_cases p <;> fin_cases i <;> simp [twoA, op]
    have n : (⟨_, m⟩ : vacuumSpace twoA) ≠ 0 := fun k => by
      have k' := congrArg (fun y : vacuumSpace twoA => y.val 0) k
      simp at k'
    refine (finrank_eq_one_iff_of_nonzero' _ n).2 fun ⟨w, hw⟩ => ⟨w 0, Subtype.ext ?_⟩
    simp only [vacuumSpace, Submodule.mem_iInf, LinearMap.mem_ker] at hw
    have w1 : w 1 = 0 := by simpa [twoA, op] using congrArg (fun y => y.ofLp 0) (hw 0)
    have w3 : w 3 = 0 := by simpa [twoA, op] using congrArg (fun y => y.ofLp 2) (hw 0)
    have w2 : w 2 = 0 := by simpa [twoA, op] using congrArg (fun y => y.ofLp 0) (hw 1)
    ext i
    fin_cases i <;> simp [w1, w2, w3]
  · rw [EuclideanSpace.norm_eq, Real.sqrt_eq_one]
    simp [Fin.sum_univ_four]
    norm_num
  · ext i
    fin_cases i <;> simp [number, twoA, twoC, op, Fin.sum_univ_two] <;> norm_num

end

end OneHoleStates
```

```lean
#print axioms OneHoleStates.oneHole_density_idempotent
-- 'OneHoleStates.oneHole_density_idempotent' depends on axioms: [propext, Classical.choice, Quot.sound]
```
